# The charge at a point as the long-window mean of \(S(k)e^{iky}\)

Finitely many point charges \(q_j\) sit at positions \(x_j\) on a line. Their Fourier transform is the structure factor
\[ S(k)=\sum_j q_j e^{-ikx_j}, \]
a function of the wave number \(k\). Suppose that \(S\) is known on an interval of \(k\). The question is whether the charges at given points can be read back from it. The charge density is a sum of delta functions, so the inverse Fourier integral does not converge to a number at a charged site. The mean of \(S(k)e^{iky}\) over a window of wave numbers does converge for every point \(y\) as the window grows, and for pairwise distinct positions the limit at \(y=x_m\) is \(q_m\).

## Charges, waves and windows

```lean
import Mathlib

open Complex Filter Topology

namespace ChargeRecovery

noncomputable section

variable {ι : Type*} [Fintype ι]
```

The labels \(j\) run over a finite type `ι`. Positions `x : ι → ℝ` are real and one-dimensional, and charges `q : ι → ℂ` are complex, so scattering amplitudes that do not depend on \(k\) are included. Units are such that \(kx\) is dimensionless.

```lean
/-- The plane wave `exp(i w k)` as a function of the wave number `k`. -/
def planeWave (w k : ℝ) : ℂ := Complex.exp (I * w * k)
```

`planeWave w k` is \(e^{iwk}\), read as a function of \(k\); the "frequency" \(w\) is a position or a difference of positions.

```lean
/-- The structure factor `S(k) = ∑ q_j exp(-i k x_j)` of point charges `q_j` at positions `x_j`. -/
def structureFactor (q : ι → ℂ) (x : ι → ℝ) (k : ℝ) : ℂ :=
  ∑ j, q j * Complex.exp (-(I * k * x j))
```

The sign convention puts \(e^{-ikx_j}\) in \(S\), so the probe at a point \(y\) carries the opposite sign, \(e^{+iky}\).

```lean
/-- The mean of `f` over the window of wave numbers `[a, a + T]`. -/
def windowMean (f : ℝ → ℂ) (a T : ℝ) : ℂ := (T : ℂ)⁻¹ * ∫ k in a..(a + T), f k
```

For a starting wave number \(a\) and a window length \(T\),
\[ \langle f\rangle_{a,T}=\frac1T\int_a^{a+T} f(k)\,dk . \]
The choice \(a=0\) gives the window \([0,T]\).

```lean
/-- The total charge sitting at the point `y`. -/
def chargeAt (q : ι → ℂ) (x : ι → ℝ) (y : ℝ) : ℂ :=
  ∑ j ∈ Finset.univ.filter (fun j => x j = y), q j
```

`chargeAt q x y` is \(Q(y)=\sum_{j:\,x_j=y}q_j\), the total charge at \(y\), which is zero when no particle is there. The statements below concern a continuous \(k\), exact values of \(S\) and a sharp window. They say nothing about the mean of \(|S(k)|^2\).

## (a) The wave with \(w=0\)

Show that \(\langle e^{i0k}\rangle_{a,T}=1\) for \(T\neq0\).

The integrand is the constant 1, its integral is \((a+T)-a=T\), and division by \(T\) gives 1. In Lean, `h1` identifies the wave with the constant function, and `hT'` permits the cancellation of \(T\).

```lean
/-- The plane wave with `w = 0` has mean one over any window of nonzero length. -/
theorem mean_planeWave_zero (a : ℝ) {T : ℝ} (hT : T ≠ 0) :
    windowMean (planeWave 0) a T = 1 := by
  have hT' : (T : ℂ) ≠ 0 := by exact_mod_cast hT
  have h1 : planeWave 0 = fun _ => (1 : ℂ) := by
    funext k
    simp [planeWave]
  rw [h1]
  simp [windowMean, hT']
```

## (b) The wave with \(w\neq0\)

Show that \(|\langle e^{iwk}\rangle_{a,T}|\le 2/(|w|T)\) for \(w\ne0\) and \(T>0\).

Integrating directly,
\[ \langle e^{iwk}\rangle_{a,T}=\frac1T\,\frac{e^{iw(a+T)}-e^{iwa}}{iw}. \]
Both exponentials have modulus 1, so the numerator has modulus at most 2 by the triangle inequality, while \(|iw|=|w|\). The bound does not depend on \(a\).

The integral is `integral_exp_mul_complex`, which needs \(iw\neq0\) (`hc`). The unit modulus is `hn`, the bound on the numerator is `h2`, and `gcongr` inserts it into the quotient.

```lean
/-- For `w ≠ 0` the mean of `exp(i w k)` over a window of length `T > 0` has modulus at most
`2 / (|w| T)`. -/
theorem norm_mean_planeWave_le {w : ℝ} (hw : w ≠ 0) (a : ℝ) {T : ℝ} (hT : 0 < T) :
    ‖windowMean (planeWave w) a T‖ ≤ 2 / (|w| * T) := by
  have hc : I * (w : ℂ) ≠ 0 := mul_ne_zero I_ne_zero (by exact_mod_cast hw)
  have hn : ∀ k : ℝ, ‖Complex.exp (I * w * k)‖ = 1 := by
    intro k
    have e : I * (w : ℂ) * k = ((w * k : ℝ) : ℂ) * I := by
      push_cast
      ring
    rw [e, Complex.norm_exp_ofReal_mul_I]
  have hT' : ‖(T : ℂ)‖ = T := by
    rw [Complex.norm_real, Real.norm_eq_abs, abs_of_pos hT]
  have hw' : ‖I * (w : ℂ)‖ = |w| := by simp
  -- the integral is a difference of two unit phases divided by `i w`
  have h2 : ‖Complex.exp (I * w * ((a + T : ℝ) : ℂ)) - Complex.exp (I * w * a)‖ ≤ 2 :=
    (norm_sub_le _ _).trans (by rw [hn, hn]; norm_num)
  simp only [windowMean, planeWave]
  rw [integral_exp_mul_complex hc, norm_mul, norm_div, norm_inv, hT', hw']
  calc _ ≤ T⁻¹ * (2 / |w|) := by gcongr
    _ = 2 / (|w| * T) := by ring
```

## (c) The probed structure factor as a sum of waves

Show that for any point \(y\),
\[ \langle S(k)e^{iky}\rangle_{a,T}=\sum_j q_j\,\langle e^{i(y-x_j)k}\rangle_{a,T}. \]

Multiply each term of \(S\) by the probe: \(q_je^{-ikx_j}e^{iky}=q_je^{i(y-x_j)k}\). The sum is finite and each term is continuous, so the integral passes through the sum, and the constants \(q_j\) and \(1/T\) pass through as well.

Step `h` combines the exponents with `Complex.exp_add`. Step `hint` supplies integrability from continuity, as required by `intervalIntegral.integral_finsetSum`, and `intervalIntegral.integral_const_mul` pulls out \(q_j\).

```lean
/-- The mean of `S(k) exp(i k y)` is the charge-weighted sum of the means of the plane waves
`exp(i (y - x_j) k)`. -/
theorem mean_probe_eq (q : ι → ℂ) (x : ι → ℝ) (y a T : ℝ) :
    windowMean (fun k => structureFactor q x k * planeWave y k) a T
      = ∑ j, q j * windowMean (planeWave (y - x j)) a T := by
  have h : (fun k => structureFactor q x k * planeWave y k)
      = fun k => ∑ j, q j * planeWave (y - x j) k := by
    funext k
    simp only [structureFactor, planeWave, Finset.sum_mul]
    refine Finset.sum_congr rfl fun j _ => ?_
    rw [mul_assoc (q j), ← Complex.exp_add]
    congr 2
    push_cast
    ring
  have hint : ∀ j ∈ (Finset.univ : Finset ι),
      IntervalIntegrable (fun k => q j * planeWave (y - x j) k)
        MeasureTheory.volume a (a + T) := fun j _ =>
    Continuous.intervalIntegrable (by unfold planeWave; fun_prop) _ _
  rw [h]
  simp only [windowMean]
  rw [intervalIntegral.integral_finsetSum hint]
  rw [Finset.mul_sum]
  refine Finset.sum_congr rfl fun j _ => ?_
  rw [intervalIntegral.integral_const_mul]
  ring
```

## (d) The error for a finite window

Show that for \(T>0\), any \(y\) and any positions, coincident ones included,
\[ \bigl|\langle S(k)e^{iky}\rangle_{a,T}-Q(y)\bigr|\le\frac{C}{T},\qquad C=\sum_{j:\,x_j\neq y}\frac{2|q_j|}{|y-x_j|}. \]

Let \(\chi_j=1\) if \(x_j=y\) and \(\chi_j=0\) otherwise, so that \(Q(y)=\sum_jq_j\chi_j\). By (c) the difference is \(\sum_j q_j\bigl(\langle e^{i(y-x_j)k}\rangle_{a,T}-\chi_j\bigr)\), and its modulus is at most the sum of the moduli of the terms. If \(x_j=y\), part (a) makes the bracket \(1-1=0\). If \(x_j\ne y\), part (b) with \(w=y-x_j\) bounds the term by \(2|q_j|/(|y-x_j|T)\). Adding these bounds gives \(C/T\). A neighbour at distance \(d\) is therefore guaranteed to be suppressed once \(T\gg1/d\).

`Finset.sum_filter` writes both restricted sums as sums over all \(j\) with an if-then-else, which plays the part of \(\chi_j\). `norm_sum_le` is the triangle inequality, and `by_cases h : x j = y` opens the two cases.

```lean
/-- Over a window of length `T > 0` the mean of `S(k) exp(i k y)` differs from the total charge
at `y` by at most `1 / T` times the sum of `2 |q_j| / |y - x_j|` over the charges not at `y`. -/
theorem norm_mean_probe_sub_le (q : ι → ℂ) (x : ι → ℝ) (y a : ℝ) {T : ℝ} (hT : 0 < T) :
    ‖windowMean (fun k => structureFactor q x k * planeWave y k) a T - chargeAt q x y‖
      ≤ (∑ j ∈ Finset.univ.filter (fun j => x j ≠ y), 2 * ‖q j‖ / |y - x j|) / T := by
  rw [mean_probe_eq, chargeAt, Finset.sum_filter, Finset.sum_filter, ← Finset.sum_sub_distrib,
    Finset.sum_div]
  refine (norm_sum_le _ _).trans (Finset.sum_le_sum fun j _ => ?_)
  by_cases h : x j = y
  · -- a charge at the probe point is reproduced exactly
    rw [if_pos h, if_neg (show ¬ (x j ≠ y) from not_not.mpr h), h, sub_self,
      mean_planeWave_zero a hT.ne']
    simp
  · -- a charge elsewhere oscillates and is suppressed as `1 / T`
    have hne : y - x j ≠ 0 := sub_ne_zero.mpr fun e => h e.symm
    have hb := norm_mean_planeWave_le hne a hT
    rw [if_neg h, if_pos (show x j ≠ y from h), sub_zero, norm_mul]
    calc _ ≤ ‖q j‖ * (2 / (|y - x j| * T)) := mul_le_mul_of_nonneg_left hb (norm_nonneg _)
      _ = 2 * ‖q j‖ / |y - x j| / T := by ring
```

## (e) The limit at an arbitrary point

Show that \(\langle S(k)e^{iky}\rangle_{a,T}\to Q(y)\) as \(T\to\infty\), for fixed \(a\).

The constant \(C\) is independent of \(T\), so \(C/T\to0\). The modulus of the error lies between 0 and \(C/T\) for all \(T>0\), and hence tends to zero.

The filter `atTop` expresses \(T\to\infty\) through real values. `hlim` is \(C/T\to0\), `squeeze_zero'` is the sandwich argument, and `filter_upwards` restricts attention to \(T>0\), where (d) applies.

```lean
/-- For any positions and any point `y`, the mean of `S(k) exp(i k y)` over `[a, a + T]` tends to
the total charge at `y` as `T → ∞`. -/
theorem tendsto_mean_probe (q : ι → ℂ) (x : ι → ℝ) (y a : ℝ) :
    Tendsto (fun T => windowMean (fun k => structureFactor q x k * planeWave y k) a T)
      atTop (𝓝 (chargeAt q x y)) := by
  rw [tendsto_iff_norm_sub_tendsto_zero]
  have hlim : Tendsto (fun T : ℝ =>
      (∑ j ∈ Finset.univ.filter (fun j => x j ≠ y), 2 * ‖q j‖ / |y - x j|) / T)
      atTop (𝓝 0) := tendsto_const_nhds.div_atTop tendsto_id
  refine squeeze_zero' (Eventually.of_forall fun _ => norm_nonneg _) ?_ hlim
  filter_upwards [eventually_gt_atTop (0 : ℝ)] with T hT
  exact norm_mean_probe_sub_le q x y a hT
```

## (f) A single charge at a distinct position

Show that if the positions are pairwise distinct, then \(\langle S(k)e^{ikx_m}\rangle_{a,T}\to q_m\) for every label \(m\).

Put \(y=x_m\) in (e). Distinctness means that \(x_j=x_m\) forces \(j=m\), so \(Q(x_m)=q_m\).

The hypothesis is `Function.Injective x`: no two particles share a site. Particles on a common site enter \(S\) only through the sum of their charges, which is the limit that (e) gives. `Finset.sum_eq_single` discards every term with \(j\neq m\). No lower bound on the separations is assumed; small separations enlarge the constant \(C\) of (d) and leave the limit unchanged.

```lean
/-- Recovery of charges: for distinct positions, the mean of `S(k) exp(i k x_m)` over
`[a, a + T]` tends to `q_m` as `T → ∞`. -/
theorem recover_charge (q : ι → ℂ) {x : ι → ℝ} (hx : Function.Injective x) (m : ι) (a : ℝ) :
    Tendsto (fun T => windowMean (fun k => structureFactor q x k * planeWave (x m) k) a T)
      atTop (𝓝 (q m)) := by
  have h : chargeAt q x (x m) = q m := by
    rw [chargeAt, Finset.sum_filter]
    exact (Finset.sum_eq_single m (fun j _ hj => if_neg fun e => hj (hx e))
      (fun hm => absurd (Finset.mem_univ m) hm)).trans (if_pos rfl)
  rw [← h]
  exact tendsto_mean_probe q x (x m) a
```

## (g) An empty site

Show that the mean tends to 0 when \(y\) differs from every \(x_j\).

The sum defining \(Q(y)\) has no terms, so \(Q(y)=0\), and (e) gives the claim. The hypothesis is `∀ j, x j ≠ y`; distinctness of the positions among themselves is not needed.

```lean
/-- At a point `y` different from every position, the mean of `S(k) exp(i k y)` over
`[a, a + T]` tends to zero as `T → ∞`. -/
theorem mean_probe_empty_site (q : ι → ℂ) {x : ι → ℝ} {y : ℝ} (hy : ∀ j, x j ≠ y) (a : ℝ) :
    Tendsto (fun T => windowMean (fun k => structureFactor q x k * planeWave y k) a T)
      atTop (𝓝 0) := by
  have h : chargeAt q x y = 0 := by
    rw [chargeAt, Finset.sum_filter]
    exact Finset.sum_eq_zero fun j _ => if_neg (hy j)
  have ht := tendsto_mean_probe q x y a
  rwa [h] at ht
```

## (h) Charges fixed by \(S\) on a half-line

Let \(q_j\) and \(q'_j\) be two sets of charges on the same distinct positions, with structure factors \(S\) and \(S'\). Show that if \(S(k)=S'(k)\) for all \(k\ge a\), then \(q_m=q'_m\) for all \(m\).

For \(T>0\) the window \([a,a+T]\) lies in the half-line, so \(\langle Se^{ikx_m}\rangle_{a,T}=\langle S'e^{ikx_m}\rangle_{a,T}\). By (f) the left side tends to \(q_m\) and the right side to \(q'_m\). A function has at most one limit, so the two are equal.

That last step is `tendsto_nhds_unique`. `Tendsto.congr'` transfers the limit between functions that agree for \(T>0\), and `intervalIntegral.integral_congr` compares the integrands on the window. Both sets of charges share the one function `x`, so the statement concerns charges at given positions. It also uses the complex \(S\), phase included, and not the intensity \(|S|^2\).

```lean
/-- For distinct positions, two sets of charges whose structure factors agree at all wave
numbers `k ≥ a` are equal. -/
theorem charges_unique {q q' : ι → ℂ} {x : ι → ℝ} (hx : Function.Injective x) (a : ℝ)
    (h : ∀ k, a ≤ k → structureFactor q x k = structureFactor q' x k) : q = q' := by
  funext m
  refine tendsto_nhds_unique (recover_charge q hx m a)
    (Tendsto.congr' ?_ (recover_charge q' hx m a))
  -- the two window means coincide for every `T > 0`
  filter_upwards [eventually_gt_atTop (0 : ℝ)] with T hT
  simp only [windowMean]
  congr 1
  refine intervalIntegral.integral_congr fun k hk => ?_
  rw [Set.uIcc_of_le (by linarith)] at hk
  simp only [h k hk.1]

end

end ChargeRecovery
```

```lean
#print axioms ChargeRecovery.tendsto_mean_probe
#print axioms ChargeRecovery.mean_probe_empty_site
#print axioms ChargeRecovery.charges_unique
```

```
'ChargeRecovery.tendsto_mean_probe' depends on axioms: [propext, Classical.choice, Quot.sound]
'ChargeRecovery.mean_probe_empty_site' depends on axioms: [propext, Classical.choice, Quot.sound]
'ChargeRecovery.charges_unique' depends on axioms: [propext, Classical.choice, Quot.sound]
```

## Energy levels and sampled windows

For a time-independent Hamiltonian \(H\) of finite dimension, with eigenvalues \(E_j\) and a state \(\psi\) with amplitudes \(c_j\) in an orthonormal eigenbasis, the autocorrelation function \(\langle\psi|e^{-iHt/\hbar}|\psi\rangle=\sum_j|c_j|^2e^{-iE_jt/\hbar}\) has the form of \(S\) with \(k=t\), \(x_j=E_j/\hbar\) and \(q_j=|c_j|^2\). In that reading (e) returns the total weight of a level, degenerate or not, and (d) bounds the leakage from the other levels after a finite propagation time.

A program replaces the integral by a sum over \(N\) grid points \(k_n=a+n\,\Delta k\), \(n=0,\dots,N-1\), with spacing \(\Delta k\) and \(T=N\Delta k\), and evaluates \(\frac1N\sum_nS(k_n)e^{ik_ny}\). The theorems above cover the integral only, so the following point about the grid rests on ordinary reasoning. If \(y-x_j\) is a nonzero multiple of \(2\pi/\Delta k\), the phase \(e^{i(y-x_j)k_n}\) is the same at every grid point, and \(q_j\) contributes with full modulus however large \(N\) is. This is aliasing, and it is avoided by taking \(\Delta k\) small enough that every \(|y-x_j|\) stays well below \(2\pi/\Delta k\).
